# The low-temperature chemical potential of non-interacting defects at fixed positive off-stoichiometry

At fixed positive off-stoichiometry, the chemical potential of a finite set of non-interacting point defects with constant formation energies and Boltzmann concentrations (no site exclusion) tends, as the temperature goes to zero, to the smallest ratio of formation energy to composition change among the defects that raise the composition. This holds if every defect that lowers the composition has a positive effective formation energy at that limit. The limit then fixes the zero-temperature limits of the effective formation energies of all species.

## Dilute defects with constant energies

Species \(i\) has formation energy \(e_i\) and changes the composition by \(q_i\), a real number that may be zero. At inverse temperature \(\beta=1/k_BT\) and chemical potential \(\mu\), its concentration and the total off-stoichiometry are

\[
c_i=e^{-\beta(e_i-q_i\mu)},\qquad X(\beta,\mu)=\sum_i q_i c_i .
\]

The combination \(e_i-q_i\mu\) is the effective formation energy. The Lean definitions `conc` and `excess` are these two formulas, with `ι` the finite set of species.

```lean
import Mathlib

open Filter Topology

namespace OffStoichiometricDefects

noncomputable section

variable {ι : Type*} [Fintype ι] {e q : ι → ℝ} {μ₀ δ : ℝ}

/-- Concentration of defect `i` with formation energy `e i` and composition change `q i`,
at inverse temperature `β` and chemical potential `μ`. -/
def conc (e q : ι → ℝ) (β μ : ℝ) (i : ι) : ℝ := Real.exp (-β * (e i - q i * μ))

/-- Off-stoichiometry: the net composition change carried by all defects. -/
def excess (e q : ι → ℝ) (β μ : ℝ) : ℝ := ∑ i, q i * conc e q β μ i
```

The exponential form is postulated. It stands for defects that neither interact nor compete for sites, with unit prefactors and temperature-independent energies. With site exclusion, a large off-stoichiometry could exhaust the sites of the cheapest defect and force another species to contribute.

## A defect that raises the composition

Let \(\mu_0\) be the minimum of \(e_i/q_i\) over \(q_i>0\): the lowest energy cost per unit of added composition when only one species is used. `IsOnset` says that this minimum is attained, so at least one species has \(q_i>0\). Without one, \(X\le 0\) and no positive off-stoichiometry is possible.

```lean
/-- `μ₀` is the smallest ratio `e i / q i` among the defects with `q i > 0`. -/
def IsOnset (e q : ι → ℝ) (μ₀ : ℝ) : Prop :=
  IsLeast ((fun i => e i / q i) '' {i | 0 < q i}) μ₀
```

## Positive temperature

For \(\beta>0\), raising \(\mu\) increases \(c_i\) when \(q_i>0\) and decreases it when \(q_i<0\). Either way \(q_ic_i\) increases, while terms with \(q_i=0\) stay at zero. Hence \(X\) is strictly increasing in \(\mu\) once some \(q_i\ne0\). The proof makes the same termwise comparison and then sums. At \(\beta=0\) the composition would not depend on \(\mu\) at all.

```lean
/-- At positive temperature the off-stoichiometry strictly increases with the chemical
potential, provided some defect changes the composition. -/
theorem excess_strictMono {β : ℝ} (hβ : 0 < β) (hq : ∃ k, q k ≠ 0) :
    StrictMono (excess e q β) := by
  intro μ ν hlt
  have key : ∀ i, q i ≠ 0 → q i * conc e q β μ i < q i * conc e q β ν i := by
    intro i hi
    rcases lt_or_gt_of_ne hi with h | h
    · refine mul_lt_mul_of_neg_left (Real.exp_lt_exp.2 ?_) h
      have := mul_pos hβ (mul_pos (neg_pos.2 h) (sub_pos.2 hlt))
      nlinarith [this]
    · refine mul_lt_mul_of_pos_left (Real.exp_lt_exp.2 ?_) h
      have := mul_pos hβ (mul_pos h (sub_pos.2 hlt))
      nlinarith [this]
  obtain ⟨k, hk⟩ := hq
  unfold excess
  refine Finset.sum_lt_sum (fun i _ => ?_) ⟨k, Finset.mem_univ k, key k hk⟩
  by_cases hi : q i = 0
  · simp [hi]
  · exact (key i hi).le
```

## A positive target composition

The prescribed value \(\delta>0\) means a real excess, which some defects must carry even at low temperature. Fix a trial value \(a<\mu_0\). For \(q_i>0\),

\[
e_i-q_ia=q_i\left(\frac{e_i}{q_i}-a\right)\ge q_i(\mu_0-a)>0,
\]

so \(c_i\to0\) as \(\beta\to\infty\). Terms with \(q_i<0\) only lower the sum, so

\[
X(\beta,a)\le\sum_{q_i>0}q_ic_i\to0,
\]

and \(X(\beta,a)<\delta\) eventually. The next lemma carries out this bound, writing the positive part of \(q_i\) as `max (q i) 0`. Its functions `b` and `m` give \(\beta\) and \(\mu\) along a path, so it serves both for cooling at fixed \(\mu\) and for varying \(\mu\) at fixed temperature.

```lean
/-- If all defects with `q i > 0` freeze out along a path of states, the off-stoichiometry
eventually falls below any positive value. -/
theorem eventually_excess_lt {b m : ℝ → ℝ} (hδ : 0 < δ)
    (h : ∀ i, 0 < q i → Tendsto (fun x => conc e q (b x) (m x) i) atTop (𝓝 0)) :
    ∀ᶠ x in atTop, excess e q (b x) (m x) < δ := by
  have hs : Tendsto (fun x => ∑ i, max (q i) 0 * conc e q (b x) (m x) i) atTop
      (𝓝 (∑ _i : ι, (0 : ℝ))) := by
    refine tendsto_finsetSum _ fun i _ => ?_
    by_cases hi : 0 < q i
    · have := (h i hi).const_mul (max (q i) 0)
      rwa [mul_zero] at this
    · simp [max_eq_right (not_lt.1 hi)]
  rw [Finset.sum_const_zero] at hs
  filter_upwards [hs.eventually_lt_const hδ] with x hx
  refine lt_of_le_of_lt ?_ hx
  unfold excess
  exact Finset.sum_le_sum fun i _ =>
    mul_le_mul_of_nonneg_right (le_max_left _ _) (Real.exp_pos _).le
```

At \(\delta=0\) the limit can differ. For two species with \(q_1=1\), \(q_2=-1\), the condition \(c_1=c_2\) gives \(\mu=(e_1-e_2)/2\) at every temperature, which is not \(\mu_0=e_1\) when \(e_1+e_2>0\).

## Compensating defects that cost energy

The condition \(e_j-q_j\mu_0>0\) for every \(q_j<0\) says that defects of the opposite sign do not form spontaneously at \(\mu_0\). Fix \(a>\mu_0\), and let \(k\) attain the minimum, so that \(e_k=q_k\mu_0\). Then

\[
e_k-q_ka=-q_k(a-\mu_0)<0,
\]

and \(c_k\to\infty\). For \(q_j<0\),

\[
e_j-q_ja=(e_j-q_j\mu_0)+|q_j|(a-\mu_0)>0,
\]

so \(c_j\to0\). Once each such \(c_j\) is below 1,

\[
X(\beta,a)\ge q_kc_k-\sum_i|q_i|,
\]

which eventually exceeds \(\delta\). The lemma obtains this bound by adding \(|q_i|\) to each term, which makes all terms nonnegative, and keeping the \(k\)-th.

```lean
/-- If one defect with `q k > 0` proliferates while all defects with `q i < 0` freeze out,
the off-stoichiometry eventually exceeds any given value. -/
theorem eventually_lt_excess {b m : ℝ → ℝ} {k : ι} (hk : 0 < q k) (δ : ℝ)
    (ht : Tendsto (fun x => conc e q (b x) (m x) k) atTop atTop)
    (h : ∀ i, q i < 0 → Tendsto (fun x => conc e q (b x) (m x) i) atTop (𝓝 0)) :
    ∀ᶠ x in atTop, δ < excess e q (b x) (m x) := by
  have h1 : ∀ᶠ x in atTop, ∀ i, q i < 0 → conc e q (b x) (m x) i < 1 := by
    refine eventually_all.2 fun i => ?_
    by_cases hi : q i < 0
    · filter_upwards [(h i hi).eventually_lt_const one_pos] with x hx _ using hx
    · exact Eventually.of_forall fun x hx => absurd hx hi
  filter_upwards [h1, ht.eventually_gt_atTop ((δ + ∑ i, |q i|) / q k)] with x hx hkx
  rw [div_lt_iff₀ hk] at hkx
  -- after adding |q i| every term is nonnegative, so the sum is at least its k-th term
  have hnn : ∀ i ∈ Finset.univ, 0 ≤ q i * conc e q (b x) (m x) i + |q i| := by
    intro i _
    have hc : 0 < conc e q (b x) (m x) i := Real.exp_pos _
    by_cases hi : q i < 0
    · rw [abs_of_neg hi]
      nlinarith [hx i hi]
    · have := mul_nonneg (not_lt.1 hi) hc.le
      linarith [abs_nonneg (q i)]
  have hsum := Finset.single_le_sum hnn (Finset.mem_univ k)
  rw [Finset.sum_add_distrib] at hsum
  unfold excess
  linarith [abs_nonneg (q k)]
```

If the condition fails, the limit can move. In the two-species example with \(e_1+e_2<0\), the product \(c_1c_2=e^{-\beta(e_1+e_2)}\) diverges while \(c_1-c_2=\delta\). Both concentrations grow with ratio tending to 1, and \(\mu\to(e_1-e_2)/2>\mu_0\). This is a counter-example within the model, not a physical dilute state: forming one defect of each kind keeps the composition and lowers the energy, so the host is unstable.

## A chemical potential set by composition

The hypothesis `hμ` says that \(X(\beta,\mu(\beta))=\delta\) for every \(\beta>0\): the sample is closed and its composition is fixed. If a reservoir set \(\mu\) instead, nothing would drive it to \(\mu_0\).

Such a function exists. At fixed \(\beta>0\), \(X\) falls below \(\delta\) as \(\mu\to-\infty\) and exceeds it as \(\mu\to\infty\). Continuity gives a solution and strict monotonicity makes it unique. Two limits of exponentials supply what the earlier lemmas need.

```lean
lemma exp_affine_zero {a : ℝ} (b : ℝ) (ha : a < 0) :
    Tendsto (fun x : ℝ => Real.exp (a * x + b)) atTop (𝓝 0) :=
  Real.tendsto_exp_atBot.comp
    (tendsto_atBot_add_const_right _ b (tendsto_id.const_mul_atTop_of_neg ha))

lemma exp_affine_top {a : ℝ} (b : ℝ) (ha : 0 < a) :
    Tendsto (fun x : ℝ => Real.exp (a * x + b)) atTop atTop :=
  Real.tendsto_exp_atTop.comp
    (tendsto_atTop_add_const_right _ b (tendsto_id.const_mul_atTop ha))

/-- At each positive temperature exactly one chemical potential produces a prescribed
positive off-stoichiometry, provided some defect has `q k > 0`. -/
theorem existsUnique_potential {β : ℝ} (hβ : 0 < β) (hδ : 0 < δ) (hq : ∃ k, 0 < q k) :
    ∃! μ, excess e q β μ = δ := by
  obtain ⟨k, hk⟩ := hq
  have hlow := eventually_excess_lt (e := e) (q := q) (b := fun _ => β) (m := fun x => -x) hδ
    fun i hi => (exp_affine_zero (a := -(β * q i)) (-β * e i)
      (neg_lt_zero.2 (mul_pos hβ hi))).congr fun x => by
        simp only [conc]; congr 1; ring
  have hhigh := eventually_lt_excess (e := e) (q := q) (b := fun _ => β) (m := fun x => x) hk δ
    ((exp_affine_top (a := β * q k) (-β * e k) (mul_pos hβ hk)).congr fun x => by
        simp only [conc]; congr 1; ring)
    fun i hi => (exp_affine_zero (a := β * q i) (-β * e i)
      (mul_neg_of_pos_of_neg hβ hi)).congr fun x => by
        simp only [conc]; congr 1; ring
  obtain ⟨x, hx⟩ := hlow.exists
  obtain ⟨y, hy⟩ := hhigh.exists
  have hcont : Continuous (excess e q β) := by
    unfold excess conc
    fun_prop
  obtain ⟨μ, hμ⟩ := mem_range_of_exists_le_of_exists_ge hcont ⟨-x, hx.le⟩ ⟨y, hy.le⟩
  exact ⟨μ, hμ, fun ν hν =>
    (excess_strictMono hβ ⟨k, hk.ne'⟩).injective (hν.trans hμ.symm)⟩
```

The main theorem combines the two trial values. For \(a<\mu_0\), eventually \(X(\beta,a)<\delta=X(\beta,\mu(\beta))\), so monotonicity gives \(a<\mu(\beta)\). For \(a>\mu_0\) the inequalities reverse. Since \(a\) can be taken arbitrarily close to \(\mu_0\) on either side, \(\mu(\beta)\to\mu_0\). In Lean, `tendsto_order` splits the limit into these two claims.

```lean
/-- At fixed positive off-stoichiometry the chemical potential tends, as the temperature goes
to zero, to the smallest `e i / q i` with `q i > 0`, if the defects with `q j < 0` have
positive effective formation energy there. -/
theorem potential_tendsto (h₀ : IsOnset e q μ₀) (hneg : ∀ j, q j < 0 → 0 < e j - q j * μ₀)
    (hδ : 0 < δ) {μ : ℝ → ℝ} (hμ : ∀ β, 0 < β → excess e q β (μ β) = δ) :
    Tendsto μ atTop (𝓝 μ₀) := by
  obtain ⟨⟨k, hk, hke⟩, hmin⟩ := h₀
  have hk : 0 < q k := hk
  have hke : e k = μ₀ * q k := (div_eq_iff hk.ne').1 hke
  refine tendsto_order.2 ⟨fun a ha => ?_, fun a ha => ?_⟩
  · -- below the onset every defect with q i > 0 freezes out
    have hev := eventually_excess_lt (e := e) (q := q) (b := fun x => x) (m := fun _ => a) hδ
      fun i hi => (exp_affine_zero (a := -(e i - q i * a)) 0 (by
        have h1 : μ₀ ≤ e i / q i := hmin ⟨i, hi, rfl⟩
        rw [le_div_iff₀ hi] at h1
        nlinarith [mul_pos hi (sub_pos.2 ha)])).congr fun x => by
          simp only [conc]; congr 1; ring
    filter_upwards [hev, eventually_gt_atTop 0] with β h1 hβ
    rw [← hμ β hβ] at h1
    exact (excess_strictMono hβ ⟨k, hk.ne'⟩).lt_iff_lt.1 h1
  · -- above the onset defect k proliferates
    have hev := eventually_lt_excess (e := e) (q := q) (b := fun x => x) (m := fun _ => a) hk δ
      ((exp_affine_top (a := -(e k - q k * a)) 0 (by
        nlinarith [mul_pos hk (sub_pos.2 ha)])).congr fun x => by
          simp only [conc]; congr 1; ring)
      fun i hi => (exp_affine_zero (a := -(e i - q i * a)) 0 (by
        nlinarith [hneg i hi, mul_pos (neg_pos.2 hi) (sub_pos.2 ha)])).congr fun x => by
          simp only [conc]; congr 1; ring
    filter_upwards [hev, eventually_gt_atTop 0] with β h1 hβ
    rw [← hμ β hβ] at h1
    exact (excess_strictMono hβ ⟨k, hk.ne'⟩).lt_iff_lt.1 h1
```

Taking the logarithm of \(c_i\) gives, for every species,

\[
-\frac{\ln c_i}{\beta}=e_i-q_i\mu(\beta)\to e_i-q_i\mu_0 .
\]

```lean
/-- The effective formation energy `-log c / β` of each defect tends to `e i - q i * μ₀` as the
temperature goes to zero at fixed positive off-stoichiometry, where `μ₀` is the smallest `e i / q i`
with `q i > 0`, if the defects with `q j < 0` have `e j - q j * μ₀ > 0`. -/
theorem effective_energy_tendsto (h₀ : IsOnset e q μ₀)
    (hneg : ∀ j, q j < 0 → 0 < e j - q j * μ₀) (hδ : 0 < δ) {μ : ℝ → ℝ}
    (hμ : ∀ β, 0 < β → excess e q β (μ β) = δ) (i : ι) :
    Tendsto (fun β => -Real.log (conc e q β (μ β) i) / β) atTop (𝓝 (e i - q i * μ₀)) := by
  have hlim := ((potential_tendsto h₀ hneg hδ hμ).const_mul (q i)).const_sub (e i)
  refine hlim.congr' ?_
  filter_upwards [eventually_gt_atTop 0] with β hβ
  rw [conc, Real.log_exp, eq_div_iff hβ.ne']
  ring
```

If this limit is positive, \(\beta(e_i-q_i\mu(\beta))\to\infty\) and the species freezes out.

```lean
/-- A defect with `e i - q i * μ₀ > 0` freezes out as the temperature goes to zero at fixed positive
off-stoichiometry, where `μ₀` is the smallest `e i / q i` with `q i > 0`, if all defects with `q j <
0` have `e j - q j * μ₀ > 0`. -/
theorem thermal_defect_vanishes (h₀ : IsOnset e q μ₀)
    (hneg : ∀ j, q j < 0 → 0 < e j - q j * μ₀) (hδ : 0 < δ) {μ : ℝ → ℝ}
    (hμ : ∀ β, 0 < β → excess e q β (μ β) = δ) {i : ι} (hi : 0 < e i - q i * μ₀) :
    Tendsto (fun β => conc e q β (μ β) i) atTop (𝓝 0) := by
  have hlim := ((potential_tendsto h₀ hneg hδ hμ).const_mul (q i)).const_sub (e i)
  have htop : Tendsto (fun β : ℝ => β * (e i - q i * μ β)) atTop atTop :=
    Filter.Tendsto.atTop_mul_pos hi tendsto_id hlim
  refine (Real.tendsto_exp_atBot.comp (tendsto_neg_atTop_atBot.comp htop)).congr fun β => ?_
  simp only [conc, Function.comp_apply]
  congr 1
  ring
```

For energies of uncharged defects from electronic-structure calculations, this gives the low-temperature effective formation energies in an off-stoichiometric binary compound, within this model and under the compensation condition.

## A single cheapest defect

The last theorem assumes that every species with \(q_i>0\) other than \(k\) has a ratio strictly above \(\mu_0\). Physically, one constitutional defect carries the excess. The composition constraint gives

\[
c_k=\frac{1}{q_k}\left(\delta-\sum_{i\ne k}q_ic_i\right).
\]

Every term in the remaining sum vanishes: identically if \(q_i=0\), by the compensation condition if \(q_i<0\), and by the strict inequality if \(q_i>0\). Hence \(c_k\to\delta/q_k\). The proof splits off the \(k\)-th term and treats the same three cases. With a tie the excess is shared: two identical species with \(q=1\) that alone attain the minimum each tend to \(\delta/2\).

```lean
/-- Let `μ₀` be the smallest `e i / q i` with `q i > 0`. If every defect with `q i > 0` other than
`k` has `e i / q i` above `μ₀`, and every defect with `q j < 0` has `e j - q j * μ₀ > 0`, the
concentration of `k` tends to `δ / q k` as the temperature goes to zero at fixed positive
off-stoichiometry `δ`. -/
theorem constitutional_defect_tendsto (h₀ : IsOnset e q μ₀)
    (hneg : ∀ j, q j < 0 → 0 < e j - q j * μ₀) (hδ : 0 < δ) {μ : ℝ → ℝ}
    (hμ : ∀ β, 0 < β → excess e q β (μ β) = δ) {k : ι}
    (huniq : ∀ i, 0 < q i → i ≠ k → μ₀ < e i / q i) :
    Tendsto (fun β => conc e q β (μ β) k) atTop (𝓝 (δ / q k)) := by
  classical
  -- the minimum is attained, and only k can attain it
  have hk : 0 < q k := by
    obtain ⟨l, hl, hle⟩ := h₀.1
    by_cases hlk : l = k
    · exact hlk ▸ hl
    · exact absurd hle (huniq l hl hlk).ne'
  have hrest : Tendsto (fun β => ∑ i ∈ Finset.univ.erase k, q i * conc e q β (μ β) i) atTop
      (𝓝 (∑ _i ∈ Finset.univ.erase k, (0 : ℝ))) := by
    refine tendsto_finsetSum _ fun i hi => ?_
    have hik : i ≠ k := Finset.ne_of_mem_erase hi
    by_cases hz : q i = 0
    · simp [hz]
    · have hpos : 0 < e i - q i * μ₀ := by
        rcases lt_or_gt_of_ne hz with h | h
        · exact hneg i h
        · have h1 := huniq i h hik
          rw [lt_div_iff₀ h] at h1
          linarith [mul_comm μ₀ (q i)]
      have := (thermal_defect_vanishes h₀ hneg hδ hμ hpos).const_mul (q i)
      rwa [mul_zero] at this
  rw [Finset.sum_const_zero] at hrest
  have hlim := (hrest.const_sub δ).div_const (q k)
  rw [sub_zero] at hlim
  refine hlim.congr' ?_
  filter_upwards [eventually_gt_atTop 0] with β hβ
  have hsplit := Finset.add_sum_erase Finset.univ
    (fun i => q i * conc e q β (μ β) i) (Finset.mem_univ k)
  have htot := hμ β hβ
  unfold excess at htot
  rw [div_eq_iff hk.ne']
  linarith [mul_comm (q k) (conc e q β (μ β) k)]

end

end OffStoichiometricDefects
```

```lean
#print axioms OffStoichiometricDefects.existsUnique_potential
-- 'OffStoichiometricDefects.existsUnique_potential' depends on axioms: [propext, Classical.choice, Quot.sound]
#print axioms OffStoichiometricDefects.potential_tendsto
-- 'OffStoichiometricDefects.potential_tendsto' depends on axioms: [propext, Classical.choice, Quot.sound]
#print axioms OffStoichiometricDefects.effective_energy_tendsto
-- 'OffStoichiometricDefects.effective_energy_tendsto' depends on axioms: [propext, Classical.choice, Quot.sound]
#print axioms OffStoichiometricDefects.constitutional_defect_tendsto
-- 'OffStoichiometricDefects.constitutional_defect_tendsto' depends on axioms: [propext, Classical.choice, Quot.sound]
```

## Three species in numbers

Take \(q=(1,2,-1)\), \(e=(0.6,1.6,0.2)\) eV and \(\delta=0.01\). The positive-\(q\) ratios are 0.6 and 0.8 eV, so \(\mu_0=0.6\) eV. The limiting effective energies are 0, 0.4 and 0.8 eV. The compensation condition holds, and \(c_1\to0.01\) while the other two species freeze out.

At \(\beta=40\ \mathrm{eV}^{-1}\), neglecting species 2 and 3 gives

\[
\mu\approx0.6+\frac{\ln 0.01}{40}\approx0.485\ \text{eV}.
\]

At this \(\mu\) the neglected terms are below \(10^{-10}\), which justifies the approximation. At \(\beta=100\ \mathrm{eV}^{-1}\) the same estimate gives 0.554 eV, closer to the limit.
